# A positive orbital on (0,1) with finite kinetic energy and a non-integrable inverted potential

## Does finite kinetic energy make the inverted potential integrable?

Before I integrate a potential obtained by inverting a one-orbital density, I need to know that the integral exists. In one dimension and atomic units, the density $\varphi^2$ of a positive orbital $\varphi$ gives the potential $\varphi''/(2\varphi)$, up to a constant. I had hoped that a finite kinetic energy $\tfrac12\int\varphi'^2\,dx$ and the absence of nodes would be enough, but this family seems to say otherwise:

$$\varphi(x)=a+b\,x^{s+1/2},\qquad a,b>0,\quad 0<s<\tfrac12,\quad 0<x<1.$$

Its squared slope looks integrable on $(0,1)$ and its inverted potential does not. Can this be made rigorous and machine-checked in Lean 4, including the possibility that a different energy rescues the potential?

## Two powers of $x$ with different thresholds

Yes, and no choice of energy helps. For $x>0$,

$$\varphi'(x)=b\left(s+\tfrac12\right)x^{s-1/2},\qquad \varphi''(x)=b\left(s+\tfrac12\right)\left(s-\tfrac12\right)x^{s-3/2}.$$

The squared slope is a multiple of $x^{2s-1}$. Since $s>0$, the exponent exceeds $-1$, and

$$\int_0^1\varphi'^2\,dx=\frac{b^2(s+\frac12)^2}{2s}<\infty .$$

The kinetic energy is half of this. For an orbital normalised on $(0,1)$, it is also divided by

$$\int_0^1\varphi^2\,dx=a^2+\frac{4ab}{2s+3}+\frac{b^2}{2s+2}.$$

Normalising rescales $a$ and $b$ by the same positive factor and leaves $\varphi''/(2\varphi)$ unchanged.

For the potential, note that $a\le\varphi\le a+b$ on $(0,1)$, so the denominator neither causes nor cures a divergence. For $0<\varepsilon<1$,

$$\int_\varepsilon^1\left|\frac{\varphi''}{2\varphi}\right|dx\;\ge\;\frac{b(s+\frac12)(\frac12-s)}{2(a+b)}\int_\varepsilon^1x^{s-3/2}\,dx=\frac{b(s+\frac12)}{2(a+b)}\left(\varepsilon^{s-1/2}-1\right).$$

Because $s<\tfrac12$, the right-hand side grows without bound as $\varepsilon\to0$.

Now let $v$ be any potential for which $\varphi$ solves the Schrödinger equation at energy $E$:

$$-\tfrac12\varphi''+v\varphi=E\varphi .$$

Dividing by $\varphi>0$ gives $v=E+\varphi''/(2\varphi)$. A constant is integrable on $(0,1)$, so if $v$ were integrable, $v-E=\varphi''/(2\varphi)$ would be too, which is a contradiction.

The two ends of the window fall outside the result for different reasons. At $s=0$ the orbital is $a+b\sqrt x$ and $\varphi'^2=b^2/(4x)$, whose integral diverges logarithmically. At $s=\tfrac12$ the power $x^{s-3/2}=1/x$ is still not integrable, but its coefficient vanishes: the orbital is the straight line $a+bx$, and the inverted potential is zero. This is why the Lean equivalence for the potential excludes $s=\tfrac12$.

Here is the complete file:

```lean
import Mathlib

open MeasureTheory Set

namespace NonintegrableInvertedPotential

noncomputable section

/-- The orbital `φ(x) = a + b x^(s+1/2)`, used for `x ≥ 0`. -/
def orbital (a b s : ℝ) : ℝ → ℝ := fun x => a + b * x ^ (s + 1 / 2)

/-- The potential `φ''/(2φ)` obtained by inverting the density `φ²`, in atomic units and at zero
energy. The function is defined on all of `ℝ`, but it has this meaning only at points where `φ` is
twice differentiable and nonzero. -/
def invertedPotential (φ : ℝ → ℝ) : ℝ → ℝ := fun x => deriv (deriv φ) x / (2 * φ x)

/-- Where the orbital does not vanish, the Schrödinger equation at energy `E` holds exactly when
the potential is the inverted potential shifted by `E`. -/
theorem schrodinger_iff (φ : ℝ → ℝ) (v E x : ℝ) (hφ : φ x ≠ 0) :
    -(1 / 2) * deriv (deriv φ) x + v * φ x = E * φ x ↔ v = E + invertedPotential φ x := by
  have k : invertedPotential φ x * φ x = deriv (deriv φ) x / 2 := by
    unfold invertedPotential
    field_simp
  constructor
  · intro h
    apply mul_right_cancel₀ hφ
    linear_combination h - k
  · intro h
    linear_combination φ x * h + k

/-- For `b ≥ 0`, the orbital is bounded below by `a` on the half-line `x ≥ 0`. -/
theorem le_orbital {a b s x : ℝ} (hb : 0 ≤ b) (hx : 0 ≤ x) : a ≤ orbital a b s x := by
  have h : 0 ≤ b * x ^ (s + 1 / 2) := mul_nonneg hb (Real.rpow_nonneg hx _)
  unfold orbital
  linarith

/-- The slope of the orbital at `x > 0` is `b (s+1/2) x^(s-1/2)`. -/
theorem hasDerivAt_orbital (a b s : ℝ) {x : ℝ} (hx : 0 < x) :
    HasDerivAt (orbital a b s) (b * (s + 1 / 2) * x ^ (s - 1 / 2)) x := by
  have h : HasDerivAt (fun y : ℝ => y ^ (s + 1 / 2))
      ((s + 1 / 2) * x ^ (s + 1 / 2 - 1)) x :=
    Real.hasDerivAt_rpow_const (Or.inl hx.ne')
  rw [show s + 1 / 2 - 1 = s - 1 / 2 by ring] at h
  unfold orbital
  exact ((h.const_mul b).const_add a).congr_deriv (by ring)

/-- The second derivative of the orbital at `x > 0` is `b (s+1/2) (s-1/2) x^(s-3/2)`. -/
theorem hasDerivAt_deriv_orbital (a b s : ℝ) {x : ℝ} (hx : 0 < x) :
    HasDerivAt (deriv (orbital a b s))
      (b * (s + 1 / 2) * (s - 1 / 2) * x ^ (s - 3 / 2)) x := by
  have h0 : HasDerivAt (fun y : ℝ => y ^ (s - 1 / 2))
      ((s - 1 / 2) * x ^ (s - 1 / 2 - 1)) x :=
    Real.hasDerivAt_rpow_const (Or.inl hx.ne')
  rw [show s - 1 / 2 - 1 = s - 3 / 2 by ring] at h0
  have h := h0.const_mul (b * (s + 1 / 2))
  -- near `x` the first derivative is given by the power law
  refine (h.congr_of_eventuallyEq ?_).congr_deriv (by ring)
  filter_upwards [Ioi_mem_nhds hx] with y hy
  exact (hasDerivAt_orbital a b s hy).deriv

/-- A nonzero multiple of `x^p` is integrable on `(0,1)` exactly when `p > -1`. -/
theorem integrableOn_scaled_power {c : ℝ} (hc : c ≠ 0) (p : ℝ) :
    IntegrableOn (fun x : ℝ => c * x ^ p) (Ioo 0 1) ↔ -1 < p := by
  have h : IntegrableOn (fun x : ℝ => x ^ p) (Ioo 0 1) ↔ -1 < p :=
    intervalIntegral.integrableOn_Ioo_rpow_iff one_pos
  rw [← h]
  exact integrable_const_mul_iff (IsUnit.mk0 c hc) (fun x : ℝ => x ^ p)

/-- For `b ≠ 0` and `s ≠ -1/2`, the squared slope of the orbital is integrable on `(0,1)`
exactly when `s > 0`. -/
theorem kinetic_integrable_iff (a : ℝ) {b s : ℝ} (hb : b ≠ 0) (hs : s + 1 / 2 ≠ 0) :
    IntegrableOn (fun x => deriv (orbital a b s) x ^ 2) (Ioo 0 1) ↔ 0 < s := by
  have e : EqOn (fun x => deriv (orbital a b s) x ^ 2)
      (fun x => (b * (s + 1 / 2)) ^ 2 * x ^ (2 * s - 1)) (Ioo 0 1) := by
    intro x hx
    change deriv (orbital a b s) x ^ 2 = (b * (s + 1 / 2)) ^ 2 * x ^ (2 * s - 1)
    rw [(hasDerivAt_orbital a b s hx.1).deriv,
      show 2 * s - 1 = (s - 1 / 2) + (s - 1 / 2) by ring, Real.rpow_add hx.1]
    ring
  have hc : (b * (s + 1 / 2)) ^ 2 ≠ 0 := pow_ne_zero 2 (mul_ne_zero hb hs)
  rw [integrableOn_congr_fun e measurableSet_Ioo, integrableOn_scaled_power hc (2 * s - 1)]
  constructor <;> intro h <;> linarith

/-- For `a, b > 0`, `s > -1/2` and `s ≠ 1/2`, the inverted potential is integrable on `(0,1)`
exactly when `s > 1/2`. -/
theorem potential_integrable_iff {a b s : ℝ} (ha : 0 < a) (hb : 0 < b)
    (hs : -(1 / 2) < s) (hs' : s ≠ 1 / 2) :
    IntegrableOn (invertedPotential (orbital a b s)) (Ioo 0 1) ↔ 1 / 2 < s := by
  have hp : 0 < s + 1 / 2 := by linarith
  have hne : ∀ x : ℝ, 0 ≤ x → 2 * orbital a b s x ≠ 0 := by
    intro x hx
    have h1 : a ≤ orbital a b s x := le_orbital hb.le hx
    have h2 : 0 < 2 * orbital a b s x := by linarith
    exact h2.ne'
  have hr : Continuous (fun x : ℝ => x ^ (s + 1 / 2)) := Real.continuous_rpow_const hp.le
  have hcont : Continuous (fun x : ℝ => 2 * orbital a b s x) := by
    unfold orbital
    exact continuous_const.mul (continuous_const.add (continuous_const.mul hr))
  -- multiplying or dividing by `2φ` does not affect integrability
  have e : IntegrableOn (invertedPotential (orbital a b s)) (Ioo 0 1) ↔
      IntegrableOn (fun x : ℝ => b * (s + 1 / 2) * (s - 1 / 2) * x ^ (s - 3 / 2))
        (Ioo 0 1) := by
    constructor
    · intro h
      have hI : IntegrableOn (invertedPotential (orbital a b s)) (Icc 0 1) :=
        h.congr_set_ae Ioo_ae_eq_Icc.symm
      have h2 := (hI.mul_continuousOn hcont.continuousOn isCompact_Icc).mono_set
        Ioo_subset_Icc_self
      refine h2.congr_fun (fun x hx => ?_) measurableSet_Ioo
      change deriv (deriv (orbital a b s)) x / (2 * orbital a b s x)
        * (2 * orbital a b s x) = b * (s + 1 / 2) * (s - 1 / 2) * x ^ (s - 3 / 2)
      rw [div_mul_cancel₀ _ (hne x hx.1.le), (hasDerivAt_deriv_orbital a b s hx.1).deriv]
    · intro h
      have hI : IntegrableOn
          (fun x : ℝ => b * (s + 1 / 2) * (s - 1 / 2) * x ^ (s - 3 / 2)) (Icc 0 1) :=
        h.congr_set_ae Ioo_ae_eq_Icc.symm
      have hinv : ContinuousOn (fun x : ℝ => (2 * orbital a b s x)⁻¹) (Icc 0 1) :=
        hcont.continuousOn.inv₀ fun x hx => hne x hx.1
      have h2 := (hI.mul_continuousOn hinv isCompact_Icc).mono_set Ioo_subset_Icc_self
      refine h2.congr_fun (fun x hx => ?_) measurableSet_Ioo
      change b * (s + 1 / 2) * (s - 1 / 2) * x ^ (s - 3 / 2) * (2 * orbital a b s x)⁻¹
        = deriv (deriv (orbital a b s)) x / (2 * orbital a b s x)
      rw [(hasDerivAt_deriv_orbital a b s hx.1).deriv]
      exact (div_eq_mul_inv _ _).symm
  have hc : b * (s + 1 / 2) * (s - 1 / 2) ≠ 0 :=
    mul_ne_zero (mul_ne_zero hb.ne' hp.ne') (sub_ne_zero.2 hs')
  rw [e, integrableOn_scaled_power hc (s - 3 / 2)]
  constructor <;> intro h <;> linarith

/-- For `a, b > 0` and `0 < s < 1/2`, the squared slope of the orbital is integrable on `(0,1)`,
but the potential obtained by inverting its density is not. -/
theorem finite_kinetic_nonintegrable_potential {a b s : ℝ} (ha : 0 < a) (hb : 0 < b)
    (hs : 0 < s) (hs' : s < 1 / 2) :
    IntegrableOn (fun x => deriv (orbital a b s) x ^ 2) (Ioo 0 1) ∧
      ¬ IntegrableOn (invertedPotential (orbital a b s)) (Ioo 0 1) := by
  constructor
  · exact (kinetic_integrable_iff a hb.ne' (by positivity)).2 hs
  · rw [potential_integrable_iff ha hb (by linarith) hs'.ne]
    exact not_lt_of_ge hs'.le

/-- For `a, b > 0` and `0 < s < 1/2`, a potential for which the orbital solves the Schrödinger
equation on `(0,1)`, at whatever energy `E`, is not integrable there. -/
theorem no_integrable_potential {a b s : ℝ} (ha : 0 < a) (hb : 0 < b)
    (hs : 0 < s) (hs' : s < 1 / 2) (v : ℝ → ℝ) (E : ℝ)
    (hv : ∀ x ∈ Ioo (0 : ℝ) 1, -(1 / 2) * deriv (deriv (orbital a b s)) x
      + v x * orbital a b s x = E * orbital a b s x) :
    ¬ IntegrableOn v (Ioo 0 1) := by
  intro h
  apply (finite_kinetic_nonintegrable_potential ha hb hs hs').2
  have hc : Continuous (fun _ : ℝ => E) := continuous_const
  have hI : IntegrableOn (fun _ : ℝ => E) (Icc 0 1) := hc.integrableOn_Icc
  have hE : IntegrableOn (fun _ : ℝ => E) (Ioo 0 1) := hI.mono_set Ioo_subset_Icc_self
  have hd : IntegrableOn (fun x : ℝ => v x - E) (Ioo 0 1) := Integrable.sub h hE
  -- the equation fixes the potential up to the constant `E`
  refine hd.congr_fun (fun x hx => ?_) measurableSet_Ioo
  have hφ : orbital a b s x ≠ 0 := (ha.trans_le (le_orbital hb.le hx.1.le)).ne'
  have h1 := (schrodinger_iff _ (v x) E x hφ).1 (hv x hx)
  change v x - E = invertedPotential (orbital a b s) x
  linarith

end

end NonintegrableInvertedPotential
```

```lean
#print axioms NonintegrableInvertedPotential.finite_kinetic_nonintegrable_potential
#print axioms NonintegrableInvertedPotential.no_integrable_potential
```

```
'NonintegrableInvertedPotential.finite_kinetic_nonintegrable_potential' depends on axioms: [propext, Classical.choice, Quot.sound]
'NonintegrableInvertedPotential.no_integrable_potential' depends on axioms: [propext, Classical.choice, Quot.sound]
```

## How the Lean statements describe the orbital and its potential

`orbital a b s` is the real function $\varphi$, with `^` the real power. `invertedPotential` is built from Mathlib's `deriv`, applied twice, and represents the potential at zero energy. Since `deriv` returns zero where no derivative exists, the two `HasDerivAt` theorems matter: they show that the derivatives used on $(0,1)$ are genuine.

`IntegrableOn f (Ioo 0 1)` means Lebesgue integrability on the open interval, so the integral of $|f|$ is finite. Finite kinetic energy is expressed as integrability of $\varphi'^2$, without the factor $\tfrac12$ or a normalisation. The choice of this form matters: for $0<s<\tfrac12$ the expression $-\tfrac12\int_0^1\varphi\varphi''\,dx$ is infinite, because integrating by parts leaves a boundary term $\varphi\varphi'$ that diverges at the origin.

`finite_kinetic_nonintegrable_potential` states the two halves of the claim for $a,b>0$ and $0<s<\tfrac12$. `no_integrable_potential` takes an arbitrary function `v` and a real `E`, assumes the Schrödinger equation at every point of $(0,1)$, and concludes that `v` is not integrable there.

The model is a single real orbital on an interval, with no boundary conditions and no claim that $\varphi$ is a ground state. Nor does the result say that the density has no potential: one exists at each point of $(0,1)$, but it is too singular at the origin to be integrable. For one-orbital density inversion in one dimension, this means that finite kinetic energy and a positive density do not by themselves justify integrating the potential up to such a point.

The notion of integrability decides the outcome. If only local integrability inside the open interval were required, the same potential would pass, because it is continuous there. Moving the singular point inside, with $\varphi(x)=a+b|x|^{s+1/2}$ on $(-1,1)$, would make that weaker condition fail as well.

## From the power law to the two theorems

`le_orbital` supplies the bound $a\le\varphi$. `hasDerivAt_orbital` differentiates the power. `hasDerivAt_deriv_orbital` does so again, after noting that the first derivative follows the power law throughout a neighbourhood of $x$, as differentiating it requires.

`integrableOn_scaled_power` is the common test: a nonzero multiple of $x^p$ is integrable on $(0,1)$ exactly when $p>-1$. In `kinetic_integrable_iff`, `Real.rpow_add` splits $x^{2s-1}$ into two factors of $x^{s-1/2}$, which matches it to the squared slope, and the test gives $s>0$.

`potential_integrable_iff` replaces the explicit lower bound above by an equivalence. Both $2\varphi$ and its inverse are continuous on the compact interval $[0,1]$, so `mul_continuousOn` lets the proof multiply by either one without losing integrability. The potential is therefore integrable exactly when $\varphi''$ is. Passing between the open and closed intervals only changes a set of measure zero. The test with $p=s-\tfrac32$ then gives $s>\tfrac12$.

The first main theorem reads off both equivalences for $0<s<\tfrac12$. The second uses `schrodinger_iff`, which is the division by $\varphi$, to identify $v-E$ with the inverted potential. It then subtracts the integrable constant and contradicts the first theorem.
